# Two anyons in a harmonic trap: the Boltzmann sum in closed form and the virial shift $|a|-a^2/2$ for $|a|\le 2$

A program can obtain the statistics-dependent part of the second virial coefficient of an anyon gas from the spectrum of two trapped particles. It sums the Boltzmann factors of the relative motion, subtracts the same sum for bosons, and takes the limit of a weak trap or a high temperature. The last step needs the difference to have a finite limit, although each sum diverges in that limit.

## The partition function and its limit

Let $a$ be the statistics parameter, with $a=0$ for bosons and $a=1$ for fermions. Let $x=\hbar\omega/(k_BT)$ be the trap quantum divided by the thermal energy. In units of $\hbar\omega$, the relative levels are

$$2n+|l-a|+1,\qquad n=0,1,2,\dots,\quad l=2m,\ m\in\mathbb Z .$$

Write $Z(a)$ for the sum of $e^{-x(2n+|2m-a|+1)}$ over all $n$ and $m$. For $x>0$ and $0\le a\le 2$ the sum converges, and

$$Z(a)=\frac{\cosh((1-a)x)}{2\sinh^2x}.$$

For $|a|\le 2$,

$$-2\,\bigl(Z(a)-Z(0)\bigr)\;\longrightarrow\;B(a)=|a|-\frac{a^2}{2}\qquad (x\to0^+).$$

In units of the squared thermal wavelength $2\pi\hbar^2/(Mk_BT)$ of one particle of mass $M$, $B(a)$ is the change of the second virial coefficient from its bosonic value, for anyons with no interaction besides their statistics. The factor $2$ comes from the centre of mass in the uniform gas: its mass $2M$ gives it twice the one-particle partition function per unit area. The minus sign appears because a larger pair partition function lowers the pressure at a given density. The function $B$ has a cusp at $a=0$, with slope $1$ on the right and $-1$ on the left, and it is stationary at $a=1$.

## Subtracting two large sums

Near $x=0$ each partition function grows like $1/(2x^2)$, while their difference stays bounded. At $x=10^{-8}$ both are about $5\times10^{15}$, where neighbouring double-precision numbers are a distance $1$ apart. The difference sought is at most about $1/4$ in size, so direct subtraction loses it. For $|a|\le 2$, the equivalent product

$$-2\,\bigl(Z(a)-Z(0)\bigr)=\frac{2\sinh\bigl((1-\tfrac{|a|}{2})x\bigr)\,\sinh\bigl(\tfrac{|a|}{2}x\bigr)}{\sinh^2x}$$

avoids that cancellation.

A truncated level sum has a second difficulty. Keeping only $n<N$ omits the fraction $e^{-2xN}$ of the radial sum, so $N$ must grow like $1/x$ as the limit is approached. The closed form gives a reference value at each finite $x$; for fermions the shifted quantity is $1/(2\cosh^2(x/2))$, which tends to $1/2$.

The cusp matters for numerical derivatives. Because $B$ is even, a central difference at $a=0$ returns zero, whereas the one-sided slopes are $\pm1$.

## Two angular ladders and a product of hyperbolic sines

Start with a ladder of levels with spacing two and lowest level $c$. For $x>0$ it is a geometric series:

$$\sum_{k=0}^{\infty}e^{-x(2k+c)}=\frac{e^{-xc}}{1-e^{-2x}}=\frac{e^{x(1-c)}}{2\sinh x}.$$

Now take $0\le a\le2$ and split the angular momenta into two groups.

- For $l=-2k$ with $k\ge0$, $|l-a|=2k+a$. This is a ladder with $c=a$.
- For $l=2(k+1)$ with $k\ge0$, $|l-a|=2k+(2-a)$. This is a ladder with $c=2-a$, and here $a\le2$ is used.

Adding the two ladders gives

$$\sum_{m\in\mathbb Z}e^{-x|2m-a|}=\frac{e^{x(1-a)}+e^{-x(1-a)}}{2\sinh x}=\frac{\cosh((1-a)x)}{\sinh x}.$$

The radial levels $2n+1$ form a ladder with $c=1$, whose sum is $1/(2\sinh x)$. All terms are positive, so the double sum is the product of the two single sums, which is the closed form for $Z(a)$.

For negative $a$, replace $m$ by $-m$. Since $|-2m+a|=|2m-a|$, we have $Z(-a)=Z(a)$, and $a$ may be replaced by $|a|$.

For the limit, set $u=(1-|a|/2)x$ and $v=|a|x/2$. Then $u-v=(1-|a|)x$ and $u+v=x$, so

$$\cosh((1-|a|)x)-\cosh x=\cosh(u-v)-\cosh(u+v)=-2\sinh u\,\sinh v .$$

Dividing by $2\sinh^2x$ and multiplying by $-2$ gives the product form above. The derivative of $\sinh(cx)$ at $x=0$ is $c$, so $\sinh(cx)/x\to c$, and therefore $\sinh(cx)/\sinh x\to c$. The limit is

$$2\Bigl(1-\frac{|a|}{2}\Bigr)\frac{|a|}{2}=|a|-\frac{a^2}{2}.$$

On each side of zero this is a parabola $sa-a^2/2$, with $s=1$ on the right and $s=-1$ on the left. Its slope is $s-a$, which gives $\pm1$ at the bosonic point and $0$ at $a=1$.

## The Lean source

```lean
import Mathlib

open Filter Topology Set

namespace AnyonVirial

noncomputable section

/-- Relative energy, in units of the trap quantum, of two anyons with statistics parameter `a`,
radial quantum number `n` and even angular momentum `2 * m`. -/
def level (a : ℝ) (n : ℕ) (m : ℤ) : ℝ := 2 * n + |2 * (m : ℝ) - a| + 1

/-- Relative partition function of two trapped anyons, for `x > 0` the trap quantum divided by
the thermal energy. -/
def relPartition (a x : ℝ) : ℝ := ∑' p : ℕ × ℤ, Real.exp (-x * level a p.1 p.2)

/-- `B` is a virial shift if, for every `|a| ≤ 2`, it is the high-temperature limit of minus twice
the change of the relative partition function from its bosonic value. -/
def IsVirialShift (B : ℝ → ℝ) : Prop :=
  ∀ a, |a| ≤ 2 →
    Tendsto (fun x => -2 * (relPartition a x - relPartition 0 x)) (𝓝[>] 0) (𝓝 (B a))

/-- The Boltzmann sum of a ladder of levels with spacing two and lowest level `c`. -/
theorem hasSum_ladder {x : ℝ} (hx : 0 < x) (c : ℝ) :
    HasSum (fun k : ℕ => Real.exp (-x * (2 * k + c)))
      (Real.exp (x * (1 - c)) / (2 * Real.sinh x)) := by
  have hr : Real.exp (-2 * x) < 1 := Real.exp_lt_one_iff.mpr (by linarith)
  have h := (hasSum_geometric_of_lt_one (Real.exp_pos (-2 * x)).le hr).mul_left
    (Real.exp (-x * c))
  convert h using 1
  · rfl
  · funext k
    rw [← Real.exp_nat_mul, ← Real.exp_add]
    congr 1
    ring
  · have e0 : Real.exp (-x) = Real.exp x * Real.exp (-2 * x) := by
      rw [← Real.exp_add]
      congr 1
      ring
    have e1 : 2 * Real.sinh x = Real.exp x * (1 - Real.exp (-2 * x)) := by
      rw [Real.sinh_eq, e0]
      ring
    have e2 : Real.exp (x * (1 - c)) = Real.exp x * Real.exp (-x * c) := by
      rw [← Real.exp_add]
      congr 1
      ring
    rw [e1, e2, mul_div_mul_left _ _ (Real.exp_pos x).ne', div_eq_mul_inv]

/-- The sum over even angular momenta of the Boltzmann factors of `|l - a|`. -/
theorem hasSum_angular {a x : ℝ} (hx : 0 < x) (h0 : 0 ≤ a) (h2 : a ≤ 2) :
    HasSum (fun m : ℤ => Real.exp (-x * |2 * (m : ℝ) - a|))
      (Real.cosh ((1 - a) * x) / Real.sinh x) := by
  -- angular momenta 0, -2, -4, ...
  have hneg : HasSum (fun k : ℕ => Real.exp (-x * |2 * ((-(k : ℤ) : ℤ) : ℝ) - a|))
      (Real.exp (x * (1 - a)) / (2 * Real.sinh x)) := by
    convert hasSum_ladder hx a using 1
    funext k
    have hk : (0 : ℝ) ≤ k := k.cast_nonneg
    rw [abs_of_nonpos (by push_cast; linarith)]
    push_cast
    congr 1
    ring
  -- angular momenta 2, 4, 6, ...
  have hpos : HasSum (fun k : ℕ => Real.exp (-x * |2 * ((-(-((k : ℤ) + 1)) : ℤ) : ℝ) - a|))
      (Real.exp (x * (1 - (2 - a))) / (2 * Real.sinh x)) := by
    convert hasSum_ladder hx (2 - a) using 1
    funext k
    have hk : (0 : ℝ) ≤ k := k.cast_nonneg
    rw [abs_of_nonneg (by push_cast; linarith)]
    push_cast
    congr 1
    ring
  have h := HasSum.of_nat_of_neg_add_one
    (f := fun m : ℤ => Real.exp (-x * |2 * ((-m : ℤ) : ℝ) - a|)) hneg hpos
  have h3 : HasSum (fun m : ℤ => Real.exp (-x * |2 * (m : ℝ) - a|)) _ :=
    (Equiv.neg ℤ).hasSum_iff.mp h
  convert h3 using 1
  rw [Real.cosh_eq, show x * (1 - a) = (1 - a) * x by ring,
    show x * (1 - (2 - a)) = -((1 - a) * x) by ring]
  ring

/-- The Boltzmann sum over all relative levels converges to `cosh ((1 - a) x) / (2 sinh² x)`
for `0 ≤ a ≤ 2`. -/
theorem hasSum_relPartition {a x : ℝ} (hx : 0 < x) (h0 : 0 ≤ a) (h2 : a ≤ 2) :
    HasSum (fun p : ℕ × ℤ => Real.exp (-x * level a p.1 p.2))
      (Real.cosh ((1 - a) * x) / (2 * Real.sinh x ^ 2)) := by
  have hn := hasSum_ladder hx 1
  have hm := hasSum_angular hx h0 h2
  have h := hn.mul hm (hn.summable.mul_of_nonneg hm.summable
    (fun _ => (Real.exp_pos _).le) (fun _ => (Real.exp_pos _).le))
  convert h using 1
  · rfl
  · funext p
    rw [← Real.exp_add, level]
    congr 1
    ring
  · rw [sub_self, mul_zero, Real.exp_zero]
    ring

/-- The relative partition function depends only on the magnitude of the statistics parameter. -/
theorem relPartition_abs (a x : ℝ) : relPartition |a| x = relPartition a x := by
  have hneg : relPartition (-a) x = relPartition a x := by
    -- reverse the sign of the angular momentum
    refine (Equiv.tsum_eq ((Equiv.refl ℕ).prodCongr (Equiv.neg ℤ))
      (fun p : ℕ × ℤ => Real.exp (-x * level (-a) p.1 p.2))).symm.trans (tsum_congr ?_)
    rintro ⟨n, m⟩
    change Real.exp (-x * level (-a) n (-m)) = Real.exp (-x * level a n m)
    have e : 2 * ((-m : ℤ) : ℝ) - -a = -(2 * (m : ℝ) - a) := by
      push_cast
      ring
    rw [level, level, e, abs_neg]
  rcases abs_choice a with h | h
  · rw [h]
  · rw [h, hneg]

/-- The ratio `sinh (c x) / sinh x` tends to `c` as `x` tends to zero from above. -/
theorem tendsto_sinh_ratio (c : ℝ) :
    Tendsto (fun x => Real.sinh (c * x) / Real.sinh x) (𝓝[>] 0) (𝓝 c) := by
  have key : ∀ c : ℝ, Tendsto (fun x => Real.sinh (c * x) / x) (𝓝[>] 0) (𝓝 c) := by
    intro c
    have h : HasDerivAt (fun x => Real.sinh (c * x)) c 0 := by
      have := ((hasDerivAt_id' (0 : ℝ)).const_mul c).sinh
      simpa using this
    exact h.tendsto_slope_zero_right.congr (fun t => by simp [div_eq_inv_mul])
  have h := (key c).div (key 1) one_ne_zero
  rw [div_one] at h
  refine h.congr' ?_
  filter_upwards [self_mem_nhdsWithin] with x hx
  have hx' : 0 < x := hx
  simp only [Pi.div_apply, one_mul]
  exact div_div_div_cancel_right₀ hx'.ne' _ _

/-- Anyon virial shift: for `|a| ≤ 2`, minus twice the change of the relative partition function
from its bosonic value tends to `|a| - a² / 2` at high temperature. -/
theorem tendsto_virial_shift {a : ℝ} (ha : |a| ≤ 2) :
    Tendsto (fun x => -2 * (relPartition a x - relPartition 0 x)) (𝓝[>] 0)
      (𝓝 (|a| - a ^ 2 / 2)) := by
  have h := ((tendsto_sinh_ratio (1 - |a| / 2)).mul (tendsto_sinh_ratio (|a| / 2))).const_mul 2
  have e : 2 * ((1 - |a| / 2) * (|a| / 2)) = |a| - a ^ 2 / 2 := by
    rw [← sq_abs a]
    ring
  rw [e] at h
  refine h.congr' ?_
  filter_upwards [self_mem_nhdsWithin] with x hx
  have za : relPartition a x = _ :=
    (relPartition_abs a x).symm.trans (hasSum_relPartition hx (abs_nonneg a) ha).tsum_eq
  have z0 : relPartition 0 x = _ := (hasSum_relPartition hx le_rfl zero_le_two).tsum_eq
  -- the difference of hyperbolic cosines is a product of hyperbolic sines
  have e1 : (1 - |a|) * x = (1 - |a| / 2) * x - |a| / 2 * x := by ring
  have e2 : (1 - 0) * x = (1 - |a| / 2) * x + |a| / 2 * x := by ring
  rw [za, z0, e1, e2, Real.cosh_sub, Real.cosh_add]
  ring

/-- A function is a virial shift exactly when it equals `|a| - a² / 2` for all `|a| ≤ 2`. -/
theorem isVirialShift_iff (B : ℝ → ℝ) :
    IsVirialShift B ↔ ∀ a, |a| ≤ 2 → B a = |a| - a ^ 2 / 2 := by
  constructor
  · intro h a ha
    exact tendsto_nhds_unique (h a ha) (tendsto_virial_shift ha)
  · intro h a ha
    rw [h a ha]
    exact tendsto_virial_shift ha

/-- The parabola `s a - a² / 2` has slope `s - a`. -/
theorem hasDerivAt_parabola (s a : ℝ) :
    HasDerivAt (fun b : ℝ => s * b - b * b / 2) (s - a) a := by
  have h := ((hasDerivAt_id' a).const_mul s).fun_sub
    (((hasDerivAt_id' a).fun_mul (hasDerivAt_id' a)).div_const 2)
  exact h.congr_deriv (by ring)

/-- At the bosonic point the virial shift has right slope `1` and left slope `-1`, and it is
not differentiable there. -/
theorem bosonic_cusp {B : ℝ → ℝ} (hB : IsVirialShift B) :
    HasDerivWithinAt B 1 (Ici 0) 0 ∧ HasDerivWithinAt B (-1) (Iic 0) 0 ∧
      ¬ DifferentiableAt ℝ B 0 := by
  rw [isVirialShift_iff] at hB
  have hz : B 0 = 0 := by
    rw [hB 0 (by norm_num)]
    norm_num
  have hR : HasDerivWithinAt B 1 (Ici 0) 0 := by
    have h := ((hasDerivAt_parabola 1 0).congr_deriv (sub_zero 1)).hasDerivWithinAt (s := Ici 0)
    refine h.congr_of_eventuallyEq ?_ (by rw [hz]; norm_num)
    filter_upwards [self_mem_nhdsWithin,
      mem_nhdsWithin_of_mem_nhds (Iio_mem_nhds (zero_lt_two' ℝ))] with b hb hb2
    have e : |b| = b := abs_of_nonneg hb
    rw [hB b (by rw [e]; exact le_of_lt hb2), e]
    ring
  have hL : HasDerivWithinAt B (-1) (Iic 0) 0 := by
    have h := ((hasDerivAt_parabola (-1) 0).congr_deriv
      (sub_zero (-1))).hasDerivWithinAt (s := Iic 0)
    refine h.congr_of_eventuallyEq ?_ (by rw [hz]; norm_num)
    filter_upwards [self_mem_nhdsWithin, mem_nhdsWithin_of_mem_nhds
      (Ioi_mem_nhds (show (-2 : ℝ) < 0 by norm_num))] with b hb hb2
    have e : |b| = -b := abs_of_nonpos hb
    have hb3 : -2 < b := hb2
    rw [hB b (by rw [e]; linarith), e]
    ring
  refine ⟨hR, hL, fun hd => ?_⟩
  -- a derivative would have to equal both one-sided slopes
  have r := (uniqueDiffOn_Ici (0 : ℝ) 0 self_mem_Ici).eq_deriv _ hR
    hd.hasDerivAt.hasDerivWithinAt
  have l := (uniqueDiffOn_Iic (0 : ℝ) 0 self_mem_Iic).eq_deriv _ hL
    hd.hasDerivAt.hasDerivWithinAt
  linarith

/-- At the fermionic point `a = 1` the virial shift has zero derivative. -/
theorem fermionic_stationary {B : ℝ → ℝ} (hB : IsVirialShift B) : HasDerivAt B 0 1 := by
  rw [isVirialShift_iff] at hB
  have h := (hasDerivAt_parabola 1 1).congr_deriv (sub_self 1)
  refine h.congr_of_eventuallyEq ?_
  filter_upwards [Ioo_mem_nhds (zero_lt_one' ℝ) (one_lt_two : (1 : ℝ) < 2)] with b hb
  have e : |b| = b := abs_of_pos hb.1
  rw [hB b (by rw [e]; exact hb.2.le), e]
  ring

end

end AnyonVirial
```

```lean
#print axioms AnyonVirial.tendsto_virial_shift
#print axioms AnyonVirial.bosonic_cusp
#print axioms AnyonVirial.fermionic_stationary
```

```
'AnyonVirial.tendsto_virial_shift' depends on axioms: [propext, Classical.choice, Quot.sound]
'AnyonVirial.bosonic_cusp' depends on axioms: [propext, Classical.choice, Quot.sound]
'AnyonVirial.fermionic_stationary' depends on axioms: [propext, Classical.choice, Quot.sound]
```

## How the file encodes the sums and the limit

`level a n m` is the energy above, with `2 * m` as the even angular momentum. `relPartition a x` is the infinite sum over pairs in `ℕ × ℤ`, with no cutoff. For $x>0$ and $0\le a\le2$, `hasSum_relPartition` states through `HasSum` that the family of Boltzmann factors is summable and that its sum is the closed form.

The filter `𝓝[>] 0` expresses $x\to0$ through positive values. `IsVirialShift B` says that the function `B` gives the limit of $-2(Z(a)-Z(0))$ for every real $a$ with $|a|\le2$. By `isVirialShift_iff`, this holds exactly when `B a` equals $|a|-a^2/2$ on that interval; values of `B` elsewhere are unrestricted.

The proof follows the calculation closely:

- `hasSum_ladder` multiplies Mathlib's geometric series by a constant and rewrites the result with $\sinh x$.
- `hasSum_angular` proves the two ladders as `hneg` and `hpos`. `HasSum.of_nat_of_neg_add_one` joins them into a sum over all integers, and `Equiv.neg ℤ` restores the original sign of $m$.
- `hasSum_relPartition` multiplies the radial and angular sums, using nonnegativity of the terms for summability over pairs.
- `relPartition_abs` reverses the angular momentum to replace $a$ by $|a|$.
- `tendsto_sinh_ratio` obtains the limit of $\sinh(cx)/\sinh x$ from derivatives at zero.
- `tendsto_virial_shift` uses `filter_upwards` to work at positive $x$, inserts the closed forms, and applies the addition formulas for $\cosh$.
- `isVirialShift_iff` combines that limit with the uniqueness of limits.

For the slopes, `hasDerivAt_parabola` differentiates $sa-a^2/2$. `bosonic_cusp` compares `B` with the appropriate parabola on each side of zero; a two-sided derivative would have to equal both $1$ and $-1$. `fermionic_stationary` makes the same comparison on the open interval $(0,2)$, which contains $a=1$.

## Exact sums for a postulated spectrum

The theorems establish convergence, the closed form, the limit and the slopes for the stated levels. The spectrum itself is a definition, not a consequence of a Schrödinger equation in the file. It stands for two particles in a plane and a harmonic trap, whose statistics shift the relative angular momentum by $a$ and whose relative wavefunctions behave as $r^{|l-a|}$ at small separation $r$. Another contact condition or an additional interaction would change the levels.

The centre-of-mass motion is absent, as are clusters of three or more particles. The identification of the limit with a virial coefficient comes from the cluster expansion, which the file does not formalise. The theorems concern exact real numbers, so the advice on rounding and truncation above rests on the written derivation.

The range of $a$ matters. Take $a=3$: the distances $|2m-3|$ are $1,1,3,3,\dots$, the same as for $a=1$. The true sum is therefore $1/(2\sinh^2x)$, but the closed form would give $\cosh(2x)/(2\sinh^2x)$, which is larger for every $x>0$. The limit fails too: its true value is $1/2$, while $|a|-a^2/2$ gives $-3/2$. A code that accepts any real $a$ should first shift it by an even integer into $[0,2]$, which only relabels $m$.
